# Twist angle and shared sites of two triangular layers labelled by integers m and n

Q: To set up a periodic calculation for a twisted bilayer, I pick two integers m and n, read off the twist angle θ, and build a supercell with an edge of √N lattice constants, where N = m² + mn + n². Which geometry stands behind that step?

A: Take unit vectors a and b at 60 degrees, so that a·b = 1/2. The twist carries x = m a + n b to y = n a + m b. Both have squared length

m² + n² + 2mn·(1/2) = N.

Their difference is (m − n)(a − b), and |a − b|² = 1 + 1 − 1 = 1. Hence

(m − n)² = |x − y|² = 2N − 2 x·y,

x·y = (m² + 4mn + n²)/2.

For m ≠ n the vectors are non-zero, and division by |x||y| = N gives

cos θ = (m² + 4mn + n²)/(2N).

Q: And the length formula?

A: Put x·y = N cos θ into (m − n)² = 2N − 2 x·y and use 1 − cos θ = 2 sin²(θ/2):

(m − n)² = 2N(1 − cos θ) = 4N sin²(θ/2).

Since θ/2 lies between 0 and π/2, its sine is not negative, and the square root is

2 sin(θ/2) √N = |m − n|.

If m ≠ n, the right side is positive, so sin(θ/2) > 0 and

√N = |m − n|/(2 sin(θ/2)).

For m = 2, n = 1 this gives N = 7 and cos θ = 13/14, about 21.8 degrees.

Q: How does the formal version describe the lattice? I want to see that nothing has been swapped.

A: The vectors live in any real inner product space `V`; a plane is not required, since two vectors span one anyway.

In Lean 4 with Mathlib:

```lean
import Mathlib

open InnerProductGeometry

namespace MoireCoincidence

noncomputable section

variable {V : Type*} [NormedAddCommGroup V] [InnerProductSpace ℝ V]
```

The physical input is a condition on the pair: two unit lengths and an angle of π/3. Lengths are therefore in units of the lattice constant. The choice of 60 degrees also fixes the form of N; with basis vectors at 120 degrees the term mn would change sign.

```lean
/-- Two primitive vectors of a triangular lattice: unit vectors at 60 degrees. -/
structure IsTriangular (a b : V) : Prop where
  left : ‖a‖ = 1
  right : ‖b‖ = 1
  angle_eq : angle a b = Real.pi / 3
```

`site a b m n` is the lattice vector m a + n b, and `cellIndex m n` is the integer N.

```lean
/-- The lattice vector `m a + n b`. -/
def site (a b : V) (m n : ℤ) : V := (m : ℝ) • a + (n : ℝ) • b

/-- The integer `N = m² + m n + n²`. -/
def cellIndex (m n : ℤ) : ℤ := m ^ 2 + m * n + n ^ 2
```

Q: Where does the hand derivation appear?

A: First comes the squared length. The proof gets a·b = 1/2 from the angle, expands the inner product and leaves the algebra to `ring`.

```lean
/-- The squared length of `m a + n b` is `N`. -/
theorem norm_site_sq {a b : V} (h : IsTriangular a b) (m n : ℤ) :
    ‖site a b m n‖ ^ 2 = (cellIndex m n : ℝ) := by
  have hab : inner ℝ a b = (1 / 2 : ℝ) := by
    rw [← cos_angle_mul_norm_mul_norm, h.angle_eq, h.left, h.right,
      Real.cos_pi_div_three]
    norm_num
  have hba : inner ℝ b a = (1 / 2 : ℝ) := by rw [real_inner_comm]; exact hab
  rw [← real_inner_self_eq_norm_sq]
  simp only [site, cellIndex, norm_smul, mul_pow, Real.norm_eq_abs, sq_abs,
    inner_add_left, inner_add_right, real_inner_smul_left,
    real_inner_smul_right, real_inner_self_eq_norm_sq, h.left, h.right, hab, hba]
  push_cast
  ring
```

The cosine follows the route through the difference vector. In `hsub` the difference is itself a lattice vector, with coefficients m − n and n − m, so the length lemma applies to it. `hin` extracts x·y, and `hlen` says that the two lengths agree. The result is stated multiplied by 2N, which avoids a division.

```lean
/-- The cosine of the angle between `m a + n b` and `n a + m b`, multiplied by `2 N`. -/
theorem two_mul_cellIndex_mul_cos {a b : V} (h : IsTriangular a b) (m n : ℤ) :
    2 * (cellIndex m n : ℝ) * Real.cos (angle (site a b m n) (site a b n m))
      = (m : ℝ) ^ 2 + 4 * m * n + (n : ℝ) ^ 2 := by
  -- the inner product follows from the length of the difference vector
  have hsub : site a b m n - site a b n m = site a b (m - n) (n - m) := by
    simp only [site]
    push_cast
    module
  have hin : inner ℝ (site a b m n) (site a b n m)
      = ((m : ℝ) ^ 2 + 4 * m * n + (n : ℝ) ^ 2) / 2 := by
    have hd := norm_site_sq h (m - n) (n - m)
    rw [← hsub, norm_sub_sq_real, norm_site_sq h, norm_site_sq h] at hd
    simp only [cellIndex] at hd
    push_cast at hd
    linear_combination -hd / 2
  -- the two vectors have the same length
  have hsym : cellIndex n m = cellIndex m n := by unfold cellIndex; ring
  have hlen : ‖site a b n m‖ = ‖site a b m n‖ :=
    (sq_eq_sq₀ (norm_nonneg _) (norm_nonneg _)).mp
      (by rw [norm_site_sq h, norm_site_sq h, hsym])
  have hc := cos_angle_mul_norm_mul_norm (site a b m n) (site a b n m)
  rw [hin, hlen, ← pow_two, norm_site_sq h] at hc
  linear_combination 2 * hc
```

The chord relation uses the half-angle formula in `hhalf`. Both sides are non-negative, so `sq_eq_sq₀` reduces the claim to the equality of their squares, which is the equation above.

```lean
/-- Chord relation: `2 sin(θ/2) √N = |m - n|` for the angle `θ` between
`m a + n b` and `n a + m b`. -/
theorem chord_relation {a b : V} (h : IsTriangular a b) (m n : ℤ) :
    2 * Real.sin (angle (site a b m n) (site a b n m) / 2) * √(cellIndex m n : ℝ)
      = |(m : ℝ) - n| := by
  have hcos := two_mul_cellIndex_mul_cos h m n
  have h0 := angle_nonneg (site a b m n) (site a b n m)
  have hpi := angle_le_pi (site a b m n) (site a b n m)
  set θ := angle (site a b m n) (site a b n m)
  have hs : 0 ≤ Real.sin (θ / 2) :=
    Real.sin_nonneg_of_nonneg_of_le_pi (by linarith) (by linarith)
  have hN : (0 : ℝ) ≤ cellIndex m n := by rw [← norm_site_sq h]; positivity
  -- half-angle formula
  have hhalf : Real.cos θ = 1 - 2 * Real.sin (θ / 2) ^ 2 := by
    have h1 := Real.cos_two_mul (θ / 2)
    rw [mul_div_cancel₀ θ (two_ne_zero)] at h1
    linarith [Real.sin_sq_add_cos_sq (θ / 2)]
  have hdef : (cellIndex m n : ℝ) = (m : ℝ) ^ 2 + m * n + (n : ℝ) ^ 2 := by
    simp only [cellIndex]; push_cast; ring
  refine (sq_eq_sq₀ (by positivity) (abs_nonneg _)).mp ?_
  rw [sq_abs, mul_pow, Real.sq_sqrt hN]
  rw [hhalf] at hcos
  linear_combination 2 * hdef - hcos
```

Q: And the statement that I would cite?

A: It says that, for m ≠ n, the angle θ between the two lattice vectors has the stated cosine, that sin(θ/2) is positive, and that √N has the stated value. The proof shows that a non-zero chord makes both factors non-zero, and then divides.

```lean
/-- For `m ≠ n` and unit vectors `a`, `b` at 60 degrees, the angle `θ` between `m a + n b` and `n a
+ m b` has `cos θ = (m² + 4 m n + n²)/(2 N)`, `sin(θ/2) > 0` and `√N = |m - n|/(2 sin(θ/2))`. -/
theorem commensurate_twist {a b : V} (h : IsTriangular a b) {m n : ℤ} (hmn : m ≠ n) :
    let θ := angle (site a b m n) (site a b n m)
    Real.cos θ = ((m : ℝ) ^ 2 + 4 * m * n + (n : ℝ) ^ 2) / (2 * cellIndex m n) ∧
      0 < Real.sin (θ / 2) ∧
      √(cellIndex m n : ℝ) = |(m : ℝ) - n| / (2 * Real.sin (θ / 2)) := by
  intro θ
  have hch : 2 * Real.sin (θ / 2) * √(cellIndex m n : ℝ) = |(m : ℝ) - n| :=
    chord_relation h m n
  have hpos : 0 < |(m : ℝ) - n| :=
    abs_pos.mpr (sub_ne_zero.mpr (by exact_mod_cast hmn))
  -- a non-zero chord forces both factors to be positive
  have hs : 0 < Real.sin (θ / 2) := by
    by_contra hneg
    nlinarith [Real.sqrt_nonneg (cellIndex m n : ℝ)]
  have hN : (cellIndex m n : ℝ) ≠ 0 := by
    intro h0
    rw [h0, Real.sqrt_zero, mul_zero] at hch
    linarith
  refine ⟨?_, hs, ?_⟩
  · rw [eq_div_iff (mul_ne_zero two_ne_zero hN)]
    linear_combination two_mul_cellIndex_mul_cos h m n
  · rw [eq_div_iff (by positivity)]
    linear_combination hch
```

Q: That θ is an angle between vectors. My twist has a sense of rotation.

A: Here `angle` is unoriented and lies between 0 and π, so exchanging m and n leaves it unchanged. An oriented angle in an oriented plane would be another way to model the twist. The exchange would then reverse its sign, the cosine formula would stay as it is, and the length formula would need |sin(θ/2)|.

Q: So far I have two vectors of equal length. A supercell needs whole lattices that match.

A: For that the file moves to the complex plane, with 1 and ζ = 1/2 + i√3/2 as basis vectors. The next theorem confirms that they meet the triangular condition; it finds the angle from its cosine, which is injective on [0, π].

```lean
/-- The unit vector at 60 degrees to the real axis in the complex plane. -/
def ζ : ℂ := ⟨1 / 2, √3 / 2⟩

/-- The complex numbers `1` and `ζ` are unit vectors at 60 degrees. -/
theorem isTriangular_witness : IsTriangular (1 : ℂ) ζ := by
  have h3 : √(3 : ℝ) ^ 2 = 3 := Real.sq_sqrt (by norm_num)
  have hsq : ‖ζ‖ ^ 2 = 1 := by
    rw [← Complex.normSq_eq_norm_sq, Complex.normSq_apply]
    simp only [ζ]
    linear_combination h3 / 4
  have hn : ‖ζ‖ = 1 :=
    (sq_eq_sq₀ (norm_nonneg _) zero_le_one).mp (by rw [hsq]; norm_num)
  refine ⟨norm_one, hn, ?_⟩
  refine Real.injOn_cos ⟨angle_nonneg _ _, angle_le_pi _ _⟩
    ⟨by positivity, by linarith [Real.pi_pos]⟩ ?_
  rw [cos_angle, hn, norm_one, Real.cos_pi_div_three, Complex.inner]
  simp [ζ]
```

One layer is the set of all p + qζ with integers p and q. The twist is multiplication by ρ = (n + mζ)/(m + nζ).

```lean
/-- The triangular layer in the complex plane: all integer combinations of `1` and `ζ`. -/
def layer : Set ℂ := {z | ∃ p q : ℤ, site 1 ζ p q = z}

/-- The factor that takes `m + n ζ` to `n + m ζ`, for `m`, `n` not both zero. -/
def twist (m n : ℤ) : ℂ := site 1 ζ n m / site 1 ζ m n
```

Q: Is that multiplication a rotation, and does it fit the integer coordinates?

A: It is a rotation, as shown below. It does not in general take layer vectors to layer vectors, but multiplication by the numerator of ρ does, and so does multiplication by the denominator. From ζ² = ζ − 1 it follows that a product of two layer vectors is again a layer vector:

(p + qζ)(r + sζ) = (pr − qs) + (ps + qr + qs)ζ.

```lean
/-- The direction `ζ` satisfies `ζ² = ζ - 1`. -/
theorem zeta_sq : ζ ^ 2 = ζ - 1 := by
  have h3 : √(3 : ℝ) ^ 2 = 3 := Real.sq_sqrt (by norm_num)
  apply Complex.ext
  · simp only [ζ, pow_two, Complex.mul_re, Complex.sub_re, Complex.one_re]
    linear_combination -h3 / 4
  · simp only [ζ, pow_two, Complex.mul_im, Complex.sub_im, Complex.one_im]
    ring

/-- The product of two layer vectors is a layer vector, with these coordinates. -/
theorem site_mul (p q r s : ℤ) :
    site 1 ζ p q * site 1 ζ r s = site 1 ζ (p * r - q * s) (p * s + q * r + q * s) := by
  have hs : ∀ p q : ℤ, site 1 ζ p q = (p : ℂ) + q * ζ := fun p q => by simp [site]
  simp only [hs]
  push_cast
  linear_combination (q * s : ℂ) * zeta_sq
```

For m ≠ n the number m + nζ is not zero, because 4N = 3(m + n)² + (m − n)² > 0. Numerator and denominator of ρ have the same length √N, so |ρ| = 1. Multiplication by ρ is thus a rotation about the origin that takes m + nζ to n + mζ.

```lean
/-- For `m ≠ n` the twist has modulus one and takes `m + n ζ` to `n + m ζ`. -/
theorem twist_rotation {m n : ℤ} (hmn : m ≠ n) :
    ‖twist m n‖ = 1 ∧ twist m n * site 1 ζ m n = site 1 ζ n m := by
  have h1 := norm_site_sq isTriangular_witness m n
  have h2 := norm_site_sq isTriangular_witness n m
  have hsym : cellIndex n m = cellIndex m n := by unfold cellIndex; ring
  have hne : site 1 ζ m n ≠ 0 := by
    intro h0
    rw [h0, norm_zero, zero_pow two_ne_zero] at h1
    have hN : cellIndex m n = 0 := by exact_mod_cast h1.symm
    have hd : 0 < (m - n) ^ 2 := by
      have := sub_ne_zero.mpr hmn
      positivity
    unfold cellIndex at hN
    nlinarith [sq_nonneg (m + n)]
  have hlen : ‖site 1 ζ n m‖ = ‖site 1 ζ m n‖ :=
    (sq_eq_sq₀ (norm_nonneg _) (norm_nonneg _)).mp (by rw [h1, h2, hsym])
  refine ⟨?_, div_mul_cancel₀ _ hne⟩
  rw [twist, norm_div, hlen, div_self (norm_ne_zero_iff.mpr hne)]
```

Q: Then which sites do the two layers share?

A: Write w = m + nζ and w′ = n + mζ. If m and n are coprime and 3 does not divide m − n, the shared sites are exactly the products w′y with y in the layer.

One direction is short: w′y is a layer vector, and it equals ρ(wy), so it also lies in the twisted copy.

For the other direction, let x = p + qζ be a shared site, with x = ρz and z = r + sζ. Then wx = w′z. Because N = (m − n)² + 3mn, the two conditions make N and m − n coprime, so there are integers u and v with

uN + v(m − n) = 1.

Two identities bring in w′, where w̄′ = n + m − mζ is the complex conjugate of w′:

N = w′w̄′,

m − n = ζ(w − w′).

Multiply the Bézout identity by x and insert them:

x = u w′w̄′x + vζ(wx − w′x) = w′[u w̄′x + vζ(z − x)].

The bracket is a layer vector, which is the claim.

In the proof, `huv` is the Bézout identity, `hN` and `hD` are the two identities, and `hrel` is wx = w′z. The integer coordinates of the bracket are written out after `refine`, and `linear_combination` checks the last equation.

```lean
/-- Coincidence lattice: if `m`, `n` are coprime and 3 does not divide `m - n`, the sites shared
by the layer and its twisted copy are the products of `n + m ζ` with layer vectors. -/
theorem coincidence_lattice {m n : ℤ} (hc : IsCoprime m n) (h3 : ¬ (3 : ℤ) ∣ m - n) :
    layer ∩ (fun z => twist m n * z) '' layer = (fun z => site 1 ζ n m * z) '' layer := by
  have hmn : m ≠ n := by
    rintro rfl
    exact h3 (by simp)
  have hρ := (twist_rotation hmn).2
  have hs : ∀ p q : ℤ, site 1 ζ p q = (p : ℂ) + q * ζ := fun p q => by simp [site]
  ext x
  constructor
  · rintro ⟨⟨p, q, rfl⟩, z, ⟨r, s, rfl⟩, hz⟩
    have hz' : twist m n * site 1 ζ r s = site 1 ζ p q := hz
    have hrel : site 1 ζ m n * site 1 ζ p q = site 1 ζ n m * site 1 ζ r s := by
      linear_combination (-site 1 ζ m n) * hz' + site 1 ζ r s * hρ
    -- Bézout identity for N and m - n
    obtain ⟨u, v, huv⟩ : ∃ u v : ℤ, u * cellIndex m n + v * (m - n) = 1 := by
      obtain ⟨a, b, hab⟩ := hc
      have c3 : IsCoprime (3 : ℤ) (m - n) := Int.prime_three.coprime_iff_not_dvd.mpr h3
      have cm : IsCoprime m (m - n) := ⟨a + b, -b, by linear_combination hab⟩
      have cn : IsCoprime n (m - n) := ⟨a + b, a, by linear_combination hab⟩
      obtain ⟨c, d, hcd⟩ := (c3.mul_left cm).mul_left cn
      exact ⟨c, d - c * (m - n), by unfold cellIndex; linear_combination hcd⟩
    have hB : (u : ℂ) * (m ^ 2 + m * n + n ^ 2) + v * (m - n) = 1 := by
      unfold cellIndex at huv
      exact_mod_cast huv
    have hN : ((n : ℂ) + m * ζ) * (n + m - m * ζ) = m ^ 2 + m * n + n ^ 2 := by
      linear_combination (-(m : ℂ) ^ 2) * zeta_sq
    have hD : ζ * (((m : ℂ) + n * ζ) - (n + m * ζ)) = m - n := by
      linear_combination (-((m : ℂ) - n)) * zeta_sq
    refine ⟨_, ⟨u * ((n + m) * p + m * q) - v * (s - q),
      u * (n * q - m * p) + v * (r - p + s - q), rfl⟩, ?_⟩
    simp only [hs] at hrel ⊢
    push_cast
    linear_combination
      ((n : ℂ) + m * ζ) * (u * m * q - v * (s - q)) * zeta_sq
        + u * (p + q * ζ) * hN + v * (p + q * ζ) * hD - v * ζ * hrel + (p + q * ζ) * hB
  · rintro ⟨w, ⟨r, s, rfl⟩, rfl⟩
    refine ⟨⟨_, _, (site_mul n m r s).symm⟩, site 1 ζ m n * site 1 ζ r s,
      ⟨_, _, (site_mul m n r s).symm⟩, ?_⟩
    change twist m n * (site 1 ζ m n * site 1 ζ r s) = site 1 ζ n m * site 1 ζ r s
    rw [← mul_assoc, hρ]


end

end MoireCoincidence
```

Q: What goes wrong if 3 divides m − n?

A: Take m = 4, n = 1, so N = 21. Both vectors contain the factor 1 + ζ:

4 + ζ = (1 + ζ)(3 − ζ),

1 + 4ζ = (1 + ζ)(2 + ζ).

So 2 + ζ is the twisted image of 3 − ζ and is a shared site, but its squared length is only 7. A cell built on 1 + 4ζ would be larger than necessary. The family m = n + 1 always meets both conditions.

Q: I count atoms by the area of the cell. Is the factor N covered?

A: It takes one more step by hand, which the file leaves to the reader: multiplication by w′ scales areas by |w′|² = N, so the coincidence cell has N times the area of the original one.

Q: What may I then use in an electronic-structure calculation?

A: For two identical, rigid triangular lattices rotated about a common site, the result gives the twist angle and the smallest common periodic cell under the two conditions on m and n. Relaxation, strain, the layer spacing and the atoms inside each cell are not described, so whether a real bilayer keeps this periodicity is a separate question.

Q: Does the argument work for a square lattice?

A: Yes, for the angle and the length. With a·b = 0 the squared length is m² + n², and |a − b| = √2. For m ≠ n the same steps give

cos θ = 2mn/(m² + n²),

√(m² + n²) = |m − n|/(√2 sin(θ/2)).

```lean
#print axioms MoireCoincidence.commensurate_twist
#print axioms MoireCoincidence.coincidence_lattice
```

```
'MoireCoincidence.commensurate_twist' depends on axioms: [propext, Classical.choice, Quot.sound]
'MoireCoincidence.coincidence_lattice' depends on axioms: [propext, Classical.choice, Quot.sound]
```
